# In a finite Kane model with band edges at ±m ≠ 0, the difference of the edge degeneracies does not depend on the interband coupling

## Two band edges and a coupling matrix

Take a simplified Kane model of a semiconductor at a fixed wave vector, without spin-orbit splitting, remote-band terms or free-electron kinetic energy. It has $n$ conduction states at energy $+m$ and $p$ valence states at energy $-m$. The basis is orthonormal. A complex $p\times n$ matrix $D$ couples the two sets, with rows labelled by valence states and columns by conduction states. In the order conduction, valence, the Hamiltonian is

$$H=\begin{pmatrix} m & D^\dagger\\ D & -m\end{pmatrix}.$$

Here $m$ is a real energy and not a mass: for $m>0$ the gap at $D=0$ is $2m$. The letters $n$ and $p$ count states and have nothing to do with doping or momentum. In $\mathbf k\cdot\mathbf p$ theory the entries of $D$ are typically linear in the wave vector, with coefficients set by momentum matrix elements between the two groups of bands.

The question is how many states stay exactly at the band edges once the coupling is on. For every real $m\neq 0$ and every $D$,

$$\dim\ker(H+m)=p-\operatorname{rank}D,\qquad \dim\ker(H-m)=n-\operatorname{rank}D,$$

and therefore

$$\dim\ker(H+m)-\dim\ker(H-m)=p-n.$$

## Counting band-edge states in a band-structure code

If $p\neq n$, the identity predicts at least $|p-n|$ dispersionless bands in this finite, non-interacting model. For one s-type conduction state coupled to three p-type valence states, with spin left out, $n=1$ and $p=3$, and any nonzero $D$ has rank 1. Two states then stay at $-m$ and none at $+m$, whatever the direction or strength of the coupling. A routine that follows bands by eigenvector overlap has to treat those two states as a subspace, because a diagonaliser may return any basis of it.

The difference $p-n$ also gives a limited check on matrix assembly, since its expected value needs only the basis sizes. It can reveal a wrong diagonal entry, but not a wrong entry of $D$ that is matched by its conjugate in $D^\dagger$. The same count applies to a discretised envelope-function problem, where $D$ is a large matrix built from difference operators, provided that the edges are uniform over the grid, the diagonal blocks contain no kinetic-energy operator, and the off-diagonal blocks are exact adjoints of each other.

Counting with an energy tolerance needs some care. A singular value $\sigma>0$ of $D$ gives levels at $\pm\sqrt{m^2+\sigma^2}$, and for $\sigma\ll|m|$ these lie only about $\sigma^2/(2|m|)$ from the edges. Windows of equal half-width, less than $2|m|$, around the two edges add such levels to both counts or to neither, so the separate degeneracies can come out too large while their difference is still right.

## From the eigenvalue equation to two kernels

Write an eigenvector as $x=(u,v)$, with $u\in\mathbb C^n$ the conduction part and $v\in\mathbb C^p$ the valence part. The equation $Hx=Ex$ reads $mu+D^\dagger v=Eu$ and $Du-mv=Ev$, or

$$D^\dagger v=(E-m)u,\qquad Du=(E+m)v.$$

**At $E=m$** these become $D^\dagger v=0$ and $Du=2mv$. Applying $D^\dagger$ to the second gives

$$D^\dagger Du=2m\,D^\dagger v=0.$$

Hence $\|Du\|^2=u^\dagger D^\dagger Du=0$, so $Du=0$. Then $2mv=0$, and $v=0$ because $m\neq0$. Conversely, any $u$ with $Du=0$, together with $v=0$, solves both equations. The level is a copy of $\ker D$, and rank-nullity gives its dimension as $n-\operatorname{rank}D$.

**At $E=-m$** the equations are $D^\dagger v=-2mu$ and $Du=0$. Applying $D$ to the first gives

$$DD^\dagger v=-2m\,Du=0,$$

so $\|D^\dagger v\|^2=0$ and $D^\dagger v=0$. Then $u=0$. Conversely, any $v$ with $D^\dagger v=0$, together with $u=0$, is a solution. The level is a copy of $\ker D^\dagger$, of dimension $p-\operatorname{rank}D^\dagger=p-\operatorname{rank}D$.

Subtracting the two dimensions removes the rank and leaves $p-n$.

At $m=0$ the two levels are the same eigenspace and their dimensions differ by zero, so the difference formula fails there whenever $p\neq n$.

## The edge count in Lean

```lean
import Mathlib

open Matrix
open scoped ComplexOrder

namespace KaneBandEdge

variable {n p : Type*} [Fintype n] [DecidableEq n] [Fintype p] [DecidableEq p]

/-- The Kane Hamiltonian with conduction states `n` at energy `m`, valence states `p` at
energy `-m`, and interband coupling `D`. -/
noncomputable def kane (m : ℝ) (D : Matrix p n ℂ) : Matrix (n ⊕ p) (n ⊕ p) ℂ :=
  Matrix.fromBlocks ((m : ℂ) • 1) Dᴴ D ((-(m : ℂ)) • 1)

/-- The space of solutions `x` of `H x = E x` for the Kane Hamiltonian `H`. -/
noncomputable def level (m : ℝ) (D : Matrix p n ℂ) (E : ℂ) : Submodule ℂ (n ⊕ p → ℂ) :=
  Module.End.eigenspace (Matrix.toLin' (kane m D)) E

omit [Fintype n] [Fintype p] in
/-- The Kane Hamiltonian is Hermitian for every interband coupling. -/
theorem kane_isHermitian (m : ℝ) (D : Matrix p n ℂ) : (kane m D).IsHermitian := by
  simp [Matrix.IsHermitian, kane, Matrix.fromBlocks_conjTranspose]

/-- The eigenvalue equation splits into two coupled equations for the conduction and
valence components. -/
theorem mem_level_iff (m : ℝ) (D : Matrix p n ℂ) (E : ℂ) (x : n ⊕ p → ℂ) :
    x ∈ level m D E ↔
      Dᴴ *ᵥ (x ∘ Sum.inr) = (E - m) • (x ∘ Sum.inl) ∧
      D *ᵥ (x ∘ Sum.inl) = (E + m) • (x ∘ Sum.inr) := by
  rw [level, Module.End.mem_eigenspace_iff, Matrix.toLin'_apply, kane,
    Matrix.fromBlocks_mulVec]
  -- compare the two blocks component by component
  simp only [funext_iff, Sum.forall, Sum.elim_inl, Sum.elim_inr, Pi.add_apply,
    Matrix.smul_mulVec, Matrix.one_mulVec, Pi.smul_apply, smul_eq_mul, Function.comp_apply]
  refine and_congr (forall_congr' fun i => ?_) (forall_congr' fun i => ?_) <;>
    constructor <;> intro h <;> linear_combination h

/-- For `m ≠ 0`, the states at energy `m` are those with no valence component whose
conduction component is annihilated by `D`. -/
theorem mem_conduction_edge_iff {m : ℝ} (hm : m ≠ 0) (D : Matrix p n ℂ) (x : n ⊕ p → ℂ) :
    x ∈ level m D m ↔ D *ᵥ (x ∘ Sum.inl) = 0 ∧ x ∘ Sum.inr = 0 := by
  rw [mem_level_iff]
  constructor
  · rintro ⟨h1, h2⟩
    rw [sub_self, zero_smul] at h1
    -- `D* D u = 0` forces `D u = 0`
    have hu : D *ᵥ (x ∘ Sum.inl) = 0 := by
      rw [← Matrix.conjTranspose_mul_self_mulVec_eq_zero, ← Matrix.mulVec_mulVec, h2,
        Matrix.mulVec_smul, h1, smul_zero]
    have hm2 : (m : ℂ) + m ≠ 0 := by
      rw [← two_mul]
      exact mul_ne_zero two_ne_zero (Complex.ofReal_ne_zero.2 hm)
    rw [hu] at h2
    exact ⟨hu, (smul_eq_zero.mp h2.symm).resolve_left hm2⟩
  · rintro ⟨hu, hv⟩
    rw [hu, hv]
    simp

/-- For `m ≠ 0`, the states at energy `-m` are those with no conduction component whose
valence component is annihilated by the adjoint of `D`. -/
theorem mem_valence_edge_iff {m : ℝ} (hm : m ≠ 0) (D : Matrix p n ℂ) (x : n ⊕ p → ℂ) :
    x ∈ level m D (-(m : ℂ)) ↔ Dᴴ *ᵥ (x ∘ Sum.inr) = 0 ∧ x ∘ Sum.inl = 0 := by
  rw [mem_level_iff]
  constructor
  · rintro ⟨h1, h2⟩
    rw [neg_add_cancel, zero_smul] at h2
    -- `D D* v = 0` forces `D* v = 0`
    have hv : Dᴴ *ᵥ (x ∘ Sum.inr) = 0 := by
      rw [← Matrix.self_mul_conjTranspose_mulVec_eq_zero, ← Matrix.mulVec_mulVec, h1,
        Matrix.mulVec_smul, h2, smul_zero]
    have hm2 : -(m : ℂ) - m ≠ 0 := by
      have h : -(m : ℂ) - m = (-2) * m := by ring
      rw [h]
      exact mul_ne_zero (by norm_num) (Complex.ofReal_ne_zero.2 hm)
    rw [hv] at h1
    exact ⟨hv, (smul_eq_zero.mp h1.symm).resolve_left hm2⟩
  · rintro ⟨hv, hu⟩
    rw [hv, hu]
    simp

/-- For `m ≠ 0`, the degeneracy at energy `m` and the rank of the coupling add up to the
number of conduction states. -/
theorem conduction_edge_add_rank {m : ℝ} (hm : m ≠ 0) (D : Matrix p n ℂ) :
    Module.finrank ℂ (level m D m) + D.rank = Fintype.card n := by
  -- the level is a copy of the kernel of `D`
  let e : level m D m ≃ₗ[ℂ] LinearMap.ker D.mulVecLin :=
    { toFun := fun x => ⟨x.1 ∘ Sum.inl,
        LinearMap.mem_ker.2 ((mem_conduction_edge_iff hm D x.1).1 x.2).1⟩
      map_add' := fun _ _ => rfl
      map_smul' := fun _ _ => rfl
      invFun := fun u => ⟨Sum.elim u.1 0,
        (mem_conduction_edge_iff hm D _).2 ⟨LinearMap.mem_ker.1 u.2, rfl⟩⟩
      left_inv := fun x => by
        apply Subtype.ext
        funext i
        rcases i with i | i
        · rfl
        · exact (congrFun ((mem_conduction_edge_iff hm D x.1).1 x.2).2 i).symm
      right_inv := fun _ => rfl }
  have h := LinearMap.finrank_range_add_finrank_ker D.mulVecLin
  rw [Module.finrank_fintype_fun_eq_card] at h
  rw [e.finrank_eq, add_comm]
  exact h

/-- For `m ≠ 0`, the degeneracy at energy `-m` and the rank of the coupling add up to the
number of valence states. -/
theorem valence_edge_add_rank {m : ℝ} (hm : m ≠ 0) (D : Matrix p n ℂ) :
    Module.finrank ℂ (level m D (-(m : ℂ))) + D.rank = Fintype.card p := by
  -- the level is a copy of the kernel of the adjoint of `D`
  let e : level m D (-(m : ℂ)) ≃ₗ[ℂ] LinearMap.ker Dᴴ.mulVecLin :=
    { toFun := fun x => ⟨x.1 ∘ Sum.inr,
        LinearMap.mem_ker.2 ((mem_valence_edge_iff hm D x.1).1 x.2).1⟩
      map_add' := fun _ _ => rfl
      map_smul' := fun _ _ => rfl
      invFun := fun v => ⟨Sum.elim 0 v.1,
        (mem_valence_edge_iff hm D _).2 ⟨LinearMap.mem_ker.1 v.2, rfl⟩⟩
      left_inv := fun x => by
        apply Subtype.ext
        funext i
        rcases i with i | i
        · exact (congrFun ((mem_valence_edge_iff hm D x.1).1 x.2).2 i).symm
        · rfl
      right_inv := fun _ => rfl }
  have h := LinearMap.finrank_range_add_finrank_ker Dᴴ.mulVecLin
  rw [Module.finrank_fintype_fun_eq_card] at h
  rw [e.finrank_eq, ← Matrix.rank_conjTranspose D, add_comm]
  exact h

/-- For `m ≠ 0`, the levels at `-m` and `m` have degeneracies `p - rank D` and `n - rank D`,
and their difference `p - n` does not depend on the interband coupling `D`. -/
theorem band_edge_index {m : ℝ} (hm : m ≠ 0) (D : Matrix p n ℂ) :
    (Module.finrank ℂ (level m D (-(m : ℂ))) : ℤ) = Fintype.card p - D.rank ∧
    (Module.finrank ℂ (level m D m) : ℤ) = Fintype.card n - D.rank ∧
    (Module.finrank ℂ (level m D (-(m : ℂ))) : ℤ) - Module.finrank ℂ (level m D m)
      = Fintype.card p - Fintype.card n := by
  have h1 := conduction_edge_add_rank hm D
  have h2 := valence_edge_add_rank hm D
  omega

/-- One conduction state coupled to three valence states by any nonzero `D`, with `m ≠ 0`:
no state remains at energy `m`, and exactly two independent states remain at `-m`. -/
theorem one_conduction_three_valence {m : ℝ} (hm : m ≠ 0)
    (D : Matrix (Fin 3) (Fin 1) ℂ) (hD : D ≠ 0) :
    Module.finrank ℂ (level m D m) = 0 ∧
    Module.finrank ℂ (level m D (-(m : ℂ))) = 2 := by
  obtain ⟨i, hi⟩ : ∃ i, D i 0 ≠ 0 := by
    by_contra hc
    apply hD
    ext i j
    rw [Subsingleton.elim j 0]
    exact not_not.1 (fun h => hc ⟨i, h⟩)
  -- a nonzero column annihilates only the zero conduction amplitude
  have hbot : level m D m = ⊥ := by
    rw [Submodule.eq_bot_iff]
    intro x hx
    obtain ⟨hu, hv⟩ := (mem_conduction_edge_iff hm D x).1 hx
    have h0 : D i 0 * x (Sum.inl 0) = 0 := by
      simpa [Matrix.mulVec, dotProduct] using congrFun hu i
    funext j
    rcases j with j | j
    · rw [Subsingleton.elim j 0]
      exact (mul_eq_zero.1 h0).resolve_left hi
    · exact congrFun hv j
  have hzero : Module.finrank ℂ (level m D m) = 0 := by
    rw [hbot, finrank_bot]
  have h := (band_edge_index hm D).2.2
  rw [Fintype.card_fin, Fintype.card_fin] at h
  exact ⟨hzero, by omega⟩

end KaneBandEdge
```

```lean
#print axioms KaneBandEdge.kane_isHermitian
-- 'KaneBandEdge.kane_isHermitian' depends on axioms: [propext, Classical.choice, Quot.sound]
#print axioms KaneBandEdge.band_edge_index
-- 'KaneBandEdge.band_edge_index' depends on axioms: [propext, Classical.choice, Quot.sound]
#print axioms KaneBandEdge.one_conduction_three_valence
-- 'KaneBandEdge.one_conduction_three_valence' depends on axioms: [propext, Classical.choice, Quot.sound]
```

## How the Lean objects map to bands and degeneracies

In the code `n` and `p` are finite index types; the numbers called $n$ and $p$ above are `Fintype.card n` and `Fintype.card p`. The full basis is indexed by `n ⊕ p`, where `Sum.inl` labels conduction states and `Sum.inr` valence states. Thus `x ∘ Sum.inl` is $u$ and `x ∘ Sum.inr` is $v$. The matrix `kane m D` is $H$, with `Dᴴ` for $D^\dagger$.

`level m D E` is the space of all solutions of $Hx=Ex$. It is defined for any complex `E` and is the zero space when `E` is not an eigenvalue. Its `Module.finrank` over `ℂ` is the degeneracy.

The main theorem, `band_edge_index`, says that for real `m ≠ 0` and any complex `D` the degeneracy at $-m$ is $p-\operatorname{rank}D$, the degeneracy at $+m$ is $n-\operatorname{rank}D$, and their difference is $p-n$. The equations are between integers, so a negative difference is kept as such. Negative `m` is allowed; the states called conduction states then have the lower edge.

`one_conduction_three_valence` is the case $n=1$, $p=3$, for an arbitrary nonzero `D`.

## Lemmas behind the two dimensions

`mem_level_iff` is the pair of coupled equations. It multiplies out the blocks, compares components, and uses `linear_combination` to move the diagonal term across each equation.

`mem_conduction_edge_iff` and `mem_valence_edge_iff` solve the pair at the two edges. The norm argument is supplied by `Matrix.conjTranspose_mul_self_mulVec_eq_zero` and its mirror image for $DD^\dagger$. The remaining component vanishes because its prefactor, $2m$ or $-2m$, is nonzero.

`conduction_edge_add_rank` and `valence_edge_add_rank` turn these descriptions into dimensions. In each, the linear equivalence `e` drops the zero component in one direction and restores it in the other, which identifies the level with a kernel. Rank-nullity then gives "degeneracy plus rank equals number of states". The valence case also uses the equality of the ranks of $D$ and $D^\dagger$. From these two sums `omega` obtains all three parts of `band_edge_index`.

For the four-state example, the proof picks a nonzero entry of `D` and shows directly that the level at $+m$ is zero. The difference $3-1=2$ then fixes the degeneracy at $-m$.

`kane_isHermitian` stands apart from this chain. It matters to a program because for a Hermitian matrix the dimension of an eigenspace equals the number of times its eigenvalue appears in the diagonaliser's output, up to rounding.

## Exact edges, constant diagonal blocks

For $m\neq0$, the theorems guarantee the edge count for every finite basis size and every complex coupling, with no assumption of full rank or weak coupling. They concern the exact matrix: they give no error bound for floating-point eigenvalues and no rule for choosing a tolerance. They also leave the levels away from $\pm m$ undescribed.

The model leaves out the free-electron kinetic energy of $\mathbf k\cdot\mathbf p$ theory. At a fixed wave vector that term shifts every level equally, so the band-edge states are then counted at the shifted edges and their bands are no longer flat. Applying the count to a material also assumes that each diagonal block is a constant times the identity. Remote-band terms, spin-orbit splitting within the valence states, strain and position-dependent band edges generally break that form, and where they do, the count is no longer guaranteed. A non-orthogonal basis leads to a generalised eigenvalue problem, which has to be brought to the stated form before the identity applies.
